# More than M gauge points project an M-level BCS state with nonzero u_p exactly onto a geminal power

In a number-projected BCS calculation, the integral over the gauge angle of a pair can be replaced by a sum over $L$ equally spaced angles, and one must then choose $L$. For $M$ levels with nonzero $u_p$, any $L>M$ gives the $k$-pair component exactly. Let $\mathrm{vac}$ be the particle vacuum, let $b_p^*$ create a pair in level $p$, and let $u_p$ and $v_p$ be the coefficients of the empty and the filled level. With $\zeta=e^{2\pi i/L}$ and $0\le k\le M$,

$$\frac1L\sum_{m<L}\zeta^{-mk}\prod_p(u_p+v_p\zeta^m b_p^*)\,\mathrm{vac}=\frac{\prod_p u_p}{k!}\,\Gamma^k\,\mathrm{vac},\qquad \Gamma=\sum_p\frac{v_p}{u_p}b_p^*.$$

The right side is an antisymmetrised geminal power, a trial state of electronic structure, here with finitely many levels and fixed pairing partners.

```lean
import Mathlib

open Finset

namespace DiscretePairProjection

noncomputable section

variable {M : ℕ} {A : Type*} [Ring A] [Algebra ℂ A]
variable {V : Type*} [AddCommGroup V] [Module ℂ V]
```

Levels are numbered from 0, and the Boolean labels the two spin modes. Lean's `b p` is the creator $b_p^*$. The gauge factor $z$ counts pairs, so a rotation by $\varphi$ per particle gives $z=e^{2i\varphi}$, and the $L$ points are $\varphi=\pi m/L$, spread over half a turn. `phase L` is $\zeta$.

```lean
/-- The pair creator of level `p`: the product of the creators of its two spin modes. -/
def pairCreator (c : Fin M × Bool → A) (p : Fin M) : A := c (p, true) * c (p, false)

/-- The geminal creator `∑ (v_p / u_p) b_p*`, for nonzero `u_p`. -/
def geminal (u v : Fin M → ℂ) (b : Fin M → A) : A := ∑ p, (v p / u p) • b p

/-- The BCS operator `∏ (u_p + v_p z b_p*)` with gauge factor `z`, ordered by level. -/
def bcsProduct (u v : Fin M → ℂ) (b : Fin M → A) (z : ℂ) : A :=
  (List.ofFn fun p => u p • (1 : A) + (v p * z) • b p).prod

/-- The divided power `Y^k / k!`. -/
def dividedPower (k : ℕ) (Y : A) : A := (1 / (k.factorial : ℂ)) • Y ^ k

/-- The elementary gauge factor `exp(2πi/L)`, for `L ≥ 1`. -/
def phase (L : ℕ) : ℂ := Complex.exp (2 * Real.pi * Complex.I / L)

/-- The discrete gauge average `(1/L) ∑_{m<L} z^(-mk) F(z^m)` with `z = exp(2πi/L)`,
for `L ≥ 1`. -/
def gaugeAverage (L k : ℕ) (F : ℂ → V) : V :=
  (1 / (L : ℂ)) • ∑ m ∈ range L, (phase L ^ (m * k))⁻¹ • F (phase L ^ m)
```

## Anticommuting creators: the Pauli principle

The hypothesis `hc` says $c_ic_j+c_jc_i=0$. Annihilators and an inner product are not needed. Moving one pair past another takes four sign changes, so pairs commute. Setting $i=j$ gives $c_i^2=0$, hence $(b_p^*)^2=-c_{p\uparrow}^2c_{p\downarrow}^2=0$. In Lean, `linear_combination` adds the matching multiples of `hc`, and `noncomm_ring` checks the result without commuting factors.

```lean
/-- If the fermion creators anticommute, pair creators commute with each other and
square to zero. -/
theorem pairCreator_hardcore (c : Fin M × Bool → A)
    (hc : ∀ i j, c i * c j + c j * c i = 0) :
    (∀ p q, Commute (pairCreator c p) (pairCreator c q)) ∧
      ∀ p, pairCreator c p * pairCreator c p = 0 := by
  refine ⟨fun p q => ?_, fun p => ?_⟩
  · change c (p, true) * c (p, false) * (c (q, true) * c (q, false)) =
      c (q, true) * c (q, false) * (c (p, true) * c (p, false))
    linear_combination (norm := noncomm_ring)
      c (p, true) * hc (p, false) (q, true) * c (q, false)
      - c (p, true) * c (q, true) * hc (p, false) (q, false)
      + hc (p, true) (q, true) * c (q, false) * c (p, false)
      - c (q, true) * hc (p, true) (q, false) * c (p, false)
  · have h : c (p, true) * c (p, true) = 0 := by
      have e : c (p, true) * c (p, true) =
          (1 / 2 : ℂ) • (c (p, true) * c (p, true) + c (p, true) * c (p, true)) := by module
      rw [e, hc, smul_zero]
    change c (p, true) * c (p, false) * (c (p, true) * c (p, false)) = 0
    linear_combination (norm := noncomm_ring)
      c (p, true) * hc (p, false) (p, true) * c (p, false) - h * c (p, false) * c (p, false)
```

Let $x^2=0$ and $xY=Yx$. Then $(x+Y)^{k+1}=Y^{k+1}+(k+1)xY^k$, by induction: multiplying by $x+Y$ adds one more $xY^{k+1}$ and kills the $x^2$ term.

```lean
/-- Adding to `Y` a commuting element `x` of square zero changes its powers only by a term
linear in `x`. -/
theorem add_pow_of_sq_zero {x Y : A} (hx : x * x = 0) (hxy : Commute x Y) (k : ℕ) :
    (x + Y) ^ (k + 1) = Y ^ (k + 1) + ((k : ℂ) + 1) • (x * Y ^ k) := by
  induction k with
  | zero => simp [add_comm]
  | succ k ih =>
    have h1 : x * (x * Y ^ k) = 0 := by rw [← mul_assoc, hx, zero_mul]
    have h2 : Y * (x * Y ^ k) = x * Y ^ (k + 1) := by
      rw [← mul_assoc, ← hxy.eq, mul_assoc, ← pow_succ']
    rw [pow_succ', ih, add_mul, mul_add, mul_add, mul_smul_comm, mul_smul_comm, h1, h2,
      smul_zero, ← pow_succ' Y (k + 1)]
    push_cast
    module
```

Write $D_k(Y)=Y^k/k!$. Dividing by $(k+1)!$ gives $D_{k+1}(x+Y)=D_{k+1}(Y)+xD_k(Y)$.

```lean
/-- Divided powers gain one term when a commuting element `x` of square zero is added. -/
theorem dividedPower_add {x Y : A} (hx : x * x = 0) (hxy : Commute x Y) (k : ℕ) :
    dividedPower (k + 1) (x + Y) = dividedPower (k + 1) Y + x * dividedPower k Y := by
  have hs : 1 / ((k + 1).factorial : ℂ) * ((k : ℂ) + 1) = 1 / (k.factorial : ℂ) := by
    have h1 : (k : ℂ) + 1 ≠ 0 := by exact_mod_cast k.succ_ne_zero
    have h2 : (k.factorial : ℂ) ≠ 0 := by exact_mod_cast k.factorial_ne_zero
    rw [Nat.factorial_succ]
    push_cast
    field_simp
  simp only [dividedPower]
  rw [add_pow_of_sq_zero hx hxy, smul_add, smul_smul, hs, mul_smul_comm]
```

Now let $x=(v_0/u_0)b_0^*$ and let $Y$ be the geminal creator of the remaining levels. Without levels $\Gamma=0$; each added level raises the highest possible nonzero power by at most one. Hence $\Gamma^k=0$ for $k>M$.

```lean
/-- Pauli blocking: for commuting pair creators of square zero on `M` levels, any power of
the geminal creator above `M` vanishes. -/
theorem geminal_pow_eq_zero (u v : Fin M → ℂ) (b : Fin M → A)
    (hb : ∀ p q, Commute (b p) (b q)) (hsq : ∀ p, b p * b p = 0) (k : ℕ) (hk : M < k) :
    geminal u v b ^ k = 0 := by
  induction M generalizing k with
  | zero => simp [geminal, (show k ≠ 0 by omega)]
  | succ M ih =>
    obtain ⟨n, rfl⟩ : ∃ n, k = n + 1 := ⟨k - 1, by omega⟩
    have ih' := ih (fun p => u p.succ) (fun p => v p.succ) (fun p => b p.succ)
      (fun p q => hb _ _) (fun p => hsq _)
    have hx : ((v 0 / u 0) • b 0) * ((v 0 / u 0) • b 0) = 0 := by
      rw [smul_mul_smul_comm, hsq, smul_zero]
    have hY : Commute ((v 0 / u 0) • b 0)
        (geminal (fun p => u p.succ) (fun p => v p.succ) (fun p => b p.succ)) :=
      Commute.sum_right _ _ _ fun p _ => ((hb 0 p.succ).smul_left _).smul_right _
    have hg : geminal u v b = (v 0 / u 0) • b 0 +
        geminal (fun p => u p.succ) (fun p => v p.succ) (fun p => b p.succ) :=
      Fin.sum_univ_succ _
    rw [hg, add_pow_of_sq_zero hx hY, ih' (n + 1) (by omega), ih' n (by omega)]
    simp
```

Commuting pairs alone would not suffice. Replace every creator by the identity, with $M=k=2$ and all $u_p=v_p=1$: the average is $\mathrm{vac}$, but the right side is $2\,\mathrm{vac}$.

## Nonzero u_p: no level is certainly occupied

By hand, `hu` lets us write $u_0+v_0zb_0^*=u_0(1+zx)$. Since $D_{M}(Y)=0$ when $Y$ contains $M-1$ levels,

$$(1+zx)\sum_{k=0}^{M-1}z^kD_k(Y)=1+\sum_{k=1}^{M}z^k\bigl[D_k(Y)+xD_{k-1}(Y)\bigr]=\sum_{k=0}^{M}z^kD_k(x+Y).$$

Induction on levels then expands the whole product. The Lean proof makes the same factorisation in `hh` and shifts the sum in `e`.

```lean
/-- For nonzero `u_p` and commuting pair creators of square zero, the BCS operator is
`∏ u_p` times the sum of `z^k Γ^k / k!` over `k ≤ M`, with `Γ` the geminal creator. -/
theorem bcsProduct_expansion (u v : Fin M → ℂ) (hu : ∀ p, u p ≠ 0) (b : Fin M → A)
    (hb : ∀ p q, Commute (b p) (b q)) (hsq : ∀ p, b p * b p = 0) (z : ℂ) :
    bcsProduct u v b z =
      (∏ p, u p) • ∑ k ∈ range (M + 1), z ^ k • dividedPower k (geminal u v b) := by
  induction M with
  | zero => simp [bcsProduct, dividedPower]
  | succ M ih =>
    have ih' := ih (fun p => u p.succ) (fun p => v p.succ) (fun p => hu _)
      (fun p => b p.succ) (fun p q => hb _ _) (fun p => hsq _)
    have hx : ((v 0 / u 0) • b 0) * ((v 0 / u 0) • b 0) = 0 := by
      rw [smul_mul_smul_comm, hsq, smul_zero]
    have hY : Commute ((v 0 / u 0) • b 0)
        (geminal (fun p => u p.succ) (fun p => v p.succ) (fun p => b p.succ)) :=
      Commute.sum_right _ _ _ fun p _ => ((hb 0 p.succ).smul_left _).smul_right _
    have hg : geminal u v b = (v 0 / u 0) • b 0 +
        geminal (fun p => u p.succ) (fun p => v p.succ) (fun p => b p.succ) :=
      Fin.sum_univ_succ _
    have hY0 := geminal_pow_eq_zero (fun p => u p.succ) (fun p => v p.succ)
      (fun p => b p.succ) (fun p q => hb _ _) (fun p => hsq _) (M + 1) (by omega)
    have hP : bcsProduct u v b z = (u 0 • (1 : A) + (v 0 * z) • b 0) *
        bcsProduct (fun p => u p.succ) (fun p => v p.succ) (fun p => b p.succ) z := by
      simp only [bcsProduct, List.ofFn_succ, List.prod_cons]
    rw [hP, ih', hg, Fin.prod_univ_succ]
    generalize geminal (fun p => u p.succ) (fun p => v p.succ) (fun p => b p.succ) = Y at *
    -- factor `u 0` out of the new level
    have hh : u 0 • (1 : A) + (v 0 * z) • b 0 = u 0 • (1 + z • ((v 0 / u 0) • b 0)) := by
      have h0 := hu 0
      have hs : u 0 * z * (v 0 / u 0) = v 0 * z := by field_simp
      rw [smul_add, smul_smul, smul_smul, hs]
    rw [hh, smul_mul_smul_comm]
    congr 1
    generalize (v 0 / u 0) • b 0 = x at *
    have hD : dividedPower (M + 1) Y = 0 := by rw [dividedPower, hY0, smul_zero]
    have h0 : ∀ W : A, dividedPower 0 W = 1 := fun W => by simp [dividedPower]
    -- the top divided power vanishes, so the sum may be shifted by one
    have e : ∑ k ∈ range (M + 1), z ^ k • dividedPower k Y =
        ∑ k ∈ range (M + 1), z ^ (k + 1) • dividedPower (k + 1) Y
          + z ^ 0 • dividedPower 0 Y := by
      have s1 := sum_range_succ' (fun k => z ^ k • dividedPower k Y) (M + 1)
      have s2 := sum_range_succ (fun k => z ^ k • dividedPower k Y) (M + 1)
      simp only [hD, smul_zero, add_zero] at s2
      exact s2.symm.trans s1
    have f : (z • x) * ∑ k ∈ range (M + 1), z ^ k • dividedPower k Y =
        ∑ k ∈ range (M + 1), z ^ (k + 1) • (x * dividedPower k Y) := by
      rw [mul_sum]
      refine sum_congr rfl fun k _ => ?_
      rw [smul_mul_smul_comm, pow_succ']
    rw [add_mul, one_mul, f, e, sum_range_succ' _ (M + 1)]
    simp only [dividedPower_add hx hY, smul_add, sum_add_distrib, h0]
    abel
```

If $u_0=0$ and $v_0\ne0$ on a single level, the average for $k=1$ is $v_0b_0^*\mathrm{vac}$, while $v_0/u_0$ is undefined. Lean sets this quotient to zero, so the formula fails whenever that pair state is nonzero.

## k ≤ M < L: no other pair number aliases onto k

For pair number $j$, the average contains $\frac1L\sum_{m<L}r^m$ with $r=\zeta^{j-k}$. This is 1 if $r=1$; otherwise $r^L=1$ makes it $(r^L-1)/(L(r-1))=0$. Thus exactly the $j\equiv k\pmod L$ survive.

The Mathlib device here is `IsPrimitiveRoot`. Its lemma `pow_inj` says that powers of $\zeta$ with different exponents below $L$ differ. After reduction modulo $L$, this supplies $r\ne1$, which the geometric-sum formula `geom_sum_eq` requires.

```lean
/-- For `L ≥ 1`, the gauge average of a polynomial in the gauge factor keeps exactly the
coefficients whose degree is congruent to `k` modulo `L`. -/
theorem gaugeAverage_sum {L : ℕ} (hL : 0 < L) (k n : ℕ) (w : ℕ → V) :
    gaugeAverage L k (fun z => ∑ j ∈ range n, z ^ j • w j) =
      ∑ j ∈ range n with j % L = k % L, w j := by
  have hζ : IsPrimitiveRoot (phase L) L := Complex.isPrimitiveRoot_exp L hL.ne'
  have h0 : phase L ≠ 0 := Complex.exp_ne_zero _
  have hL' : (L : ℂ) ≠ 0 := by exact_mod_cast hL.ne'
  have hm : ∀ j, phase L ^ j = phase L ^ (j % L) := fun j => by
    conv_lhs => rw [← Nat.div_add_mod j L, pow_add, pow_mul, hζ.pow_eq_one, one_pow, one_mul]
  -- orthogonality of the roots of unity
  have hs : ∀ j, ∑ m ∈ range L, (phase L ^ (m * k))⁻¹ * (phase L ^ m) ^ j =
      if j % L = k % L then (L : ℂ) else 0 := by
    intro j
    have ht : ∀ m, (phase L ^ (m * k))⁻¹ * (phase L ^ m) ^ j =
        (phase L ^ j / phase L ^ k) ^ m := by
      intro m
      rw [div_pow, ← pow_mul, ← pow_mul, ← pow_mul, mul_comm m k, mul_comm m j,
        div_eq_mul_inv]
      exact mul_comm _ _
    simp_rw [ht]
    split_ifs with h
    · have h1 : phase L ^ j / phase L ^ k = 1 := by
        rw [hm j, hm k, h, div_self (pow_ne_zero _ h0)]
      simp [h1]
    · have hr : phase L ^ j / phase L ^ k ≠ 1 := by
        intro h1
        rw [div_eq_one_iff_eq (pow_ne_zero _ h0), hm j, hm k] at h1
        exact h (hζ.pow_inj (Nat.mod_lt _ hL) (Nat.mod_lt _ hL) h1)
      have hr1 : (phase L ^ j / phase L ^ k) ^ L = 1 := by
        rw [div_pow, pow_right_comm _ j, pow_right_comm _ k, hζ.pow_eq_one, one_pow,
          one_pow, div_one]
      rw [geom_sum_eq hr, hr1, sub_self, zero_div]
  have key : ∑ m ∈ range L, (phase L ^ (m * k))⁻¹ • ∑ j ∈ range n, (phase L ^ m) ^ j • w j =
      ∑ j ∈ range n, (if j % L = k % L then (L : ℂ) else 0) • w j := by
    simp_rw [smul_sum, smul_smul]
    rw [sum_comm]
    exact sum_congr rfl fun j _ => by rw [← sum_smul, hs j]
  simp only [gaugeAverage]
  rw [key, smul_sum, sum_filter]
  refine sum_congr rfl fun j _ => ?_
  split_ifs
  · rw [smul_smul, one_div_mul_cancel hL', one_smul]
  · simp
```

Applied to the BCS expansion, this holds for every $L\ge1$:

```lean
/-- For anticommuting creators, nonzero `u_p` and any `L ≥ 1`, the gauge average of the BCS
state is `∏ u_p` times the sum of `Γ^j / j! vac` over all `j ≤ M` congruent to `k` modulo `L`. -/
theorem gaugeAverage_bcs (c : Fin M × Bool → Module.End ℂ V)
    (hc : ∀ i j, c i * c j + c j * c i = 0) (u v : Fin M → ℂ) (hu : ∀ p, u p ≠ 0)
    {L : ℕ} (hL : 0 < L) (k : ℕ) (vac : V) :
    gaugeAverage L k (fun z => bcsProduct u v (pairCreator c) z vac) =
      (∏ p, u p) • ∑ j ∈ range (M + 1) with j % L = k % L,
        dividedPower j (geminal u v (pairCreator c)) vac := by
  obtain ⟨hb, hsq⟩ := pairCreator_hardcore c hc
  have h : (fun z => bcsProduct u v (pairCreator c) z vac) = fun z =>
      ∑ j ∈ range (M + 1), z ^ j •
        ((∏ p, u p) • dividedPower j (geminal u v (pairCreator c)) vac) := by
    funext z
    rw [bcsProduct_expansion u v hu _ hb hsq]
    simp only [LinearMap.smul_apply, LinearMap.sum_apply, smul_sum]
    exact sum_congr rfl fun j _ => smul_comm _ _ _
  rw [h, gaugeAverage_sum hL, smul_sum]
```

When $k\le M<L$, the set of surviving $j\le M$ is $\{k\}$, which `hf` establishes.

```lean
/-- For anticommuting creators, nonzero `u_p` and `k ≤ M < L`, the `L`-point gauge average
of the BCS state equals `(∏ u_p) / k!` times the `k`-th power of the geminal creator
applied to `vac`. -/
theorem projected_bcs_eq_geminal_power (c : Fin M × Bool → Module.End ℂ V)
    (hc : ∀ i j, c i * c j + c j * c i = 0) (u v : Fin M → ℂ) (hu : ∀ p, u p ≠ 0)
    {L k : ℕ} (hL : M < L) (hk : k ≤ M) (vac : V) :
    gaugeAverage L k (fun z => bcsProduct u v (pairCreator c) z vac) =
      ((∏ p, u p) / (k.factorial : ℂ)) • (geminal u v (pairCreator c) ^ k) vac := by
  -- below `L` the only pair number congruent to `k` is `k` itself
  have hf : (range (M + 1)).filter (fun j => j % L = k % L) = {k} := by
    ext j
    simp only [mem_filter, mem_range, mem_singleton]
    constructor
    · rintro ⟨h1, h2⟩
      have a := Nat.mod_eq_of_lt (show j < L by omega)
      have b := Nat.mod_eq_of_lt (show k < L by omega)
      rw [a, b] at h2
      exact h2
    · intro h
      subst h
      exact ⟨by omega, rfl⟩
  rw [gaugeAverage_bcs c hc u v hu (by omega), hf, sum_singleton, dividedPower,
    LinearMap.smul_apply, smul_smul, mul_one_div]
```

With $L=M\ge1$ and $k=0$, the average also keeps the $M$-pair term, which on the particle vacuum is nonzero exactly when every $v_p$ is nonzero:

```lean
/-- With only `L = M ≥ 1` gauge points, anticommuting creators and nonzero `u_p`, the average
for `k = 0` contains the `M`-th geminal power in addition to `vac`. -/
theorem aliasing_at_M_points (c : Fin M × Bool → Module.End ℂ V)
    (hc : ∀ i j, c i * c j + c j * c i = 0) (u v : Fin M → ℂ) (hu : ∀ p, u p ≠ 0)
    (hM : 0 < M) (vac : V) :
    gaugeAverage M 0 (fun z => bcsProduct u v (pairCreator c) z vac) =
      (∏ p, u p) • (vac +
        (1 / (M.factorial : ℂ)) • (geminal u v (pairCreator c) ^ M) vac) := by
  have hf : (range (M + 1)).filter (fun j => j % M = 0 % M) = {0, M} := by
    ext j
    simp only [mem_filter, mem_range, mem_insert, mem_singleton]
    constructor
    · rintro ⟨h1, h2⟩
      rcases Nat.lt_or_ge j M with h | h
      · rw [Nat.mod_eq_of_lt h, Nat.zero_mod] at h2
        exact Or.inl h2
      · exact Or.inr (by omega)
    · rintro (h | h)
      · subst h
        exact ⟨by omega, rfl⟩
      · rw [h]
        exact ⟨by omega, by rw [Nat.mod_self, Nat.zero_mod]⟩
  rw [gaugeAverage_bcs c hc u v hu hM, hf, sum_pair hM.ne]
  simp [dividedPower]
```

The bound $k\le M$ excludes, for example, $k=L$, where the average returns $(\prod_pu_p)\,\mathrm{vac}$ although $\Gamma^k=0$. The condition $L>M$ serves all $k\le M$ at once. For one given $k$, fewer points can be enough: if $L>\max(k,M-k)$, then $|j-k|<L$ for every $j\le M$, so by `gaugeAverage_bcs` only $j=k$ survives.

The smallest case with a pair is $M=1$, $L=2$: half the sum and half the difference of $(u_0\pm v_0b_0^*)\mathrm{vac}$ are $u_0\mathrm{vac}$ and $v_0b_0^*\mathrm{vac}$. One point leaves them mixed.

## An arbitrary vector vac, and creators that exist

The theorem accepts any vector as `vac`. In general $k$ counts the pair creators applied to it; when `vac` is the particle vacuum, $k$ is also the number of pairs present. The projected vector need not be normalised; when nonzero, its normalised form is $\Gamma^k\mathrm{vac}/\|\Gamma^k\mathrm{vac}\|$ up to a phase.

The exterior algebra provides creators satisfying `hc` for every $M$: multiply from the left by a mode's basis vector.

```lean
/-- The creator of mode `i` on the exterior algebra of the mode space: left multiplication
by the basis vector of that mode. -/
def fockCreator (i : Fin M × Bool) :
    Module.End ℂ (ExteriorAlgebra ℂ (Fin M × Bool → ℂ)) :=
  LinearMap.mulLeft ℂ (ExteriorAlgebra.ι ℂ (Pi.single i 1))
```

Anticommutation follows from that of the wedge product. A two-by-two determinant equal to 1 on the pair state shows that each pair creator is nonzero.

```lean
/-- The creators on the exterior algebra anticommute, and each of their pair creators is
nonzero. -/
theorem fockCreator_witness :
    (∀ i j : Fin M × Bool,
      fockCreator i * fockCreator j + fockCreator j * fockCreator i = 0) ∧
      ∀ p : Fin M, pairCreator fockCreator p ≠ 0 := by
  refine ⟨fun i j => LinearMap.ext fun x => ?_, fun p h => ?_⟩
  · change ExteriorAlgebra.ι ℂ (Pi.single i 1) * (ExteriorAlgebra.ι ℂ (Pi.single j 1) * x) +
      ExteriorAlgebra.ι ℂ (Pi.single j 1) * (ExteriorAlgebra.ι ℂ (Pi.single i 1) * x) = 0
    rw [← mul_assoc, ← mul_assoc, ← add_mul, ExteriorAlgebra.ι_add_mul_swap, zero_mul]
  · -- a two-by-two determinant detects the pair state
    let e : Fin 2 → (Fin M × Bool → ℂ) := ![Pi.single (p, true) 1, Pi.single (p, false) 1]
    let g : (Fin M × Bool → ℂ) [⋀^Fin 2]→ₗ[ℂ] ℂ :=
      (Matrix.detRowAlternating (n := Fin 2) (R := ℂ)).compLinearMap
        (LinearMap.funLeft ℂ ℂ ![(p, true), (p, false)])
    let F : ∀ i : ℕ, (Fin M × Bool → ℂ) [⋀^Fin i]→ₗ[ℂ] ℂ := Function.update 0 2 g
    have h1 : ExteriorAlgebra.ι ℂ (e 0) * (ExteriorAlgebra.ι ℂ (e 1) * 1) = 0 :=
      LinearMap.congr_fun h 1
    have h2 : ExteriorAlgebra.ιMulti ℂ 2 e = 0 := by
      rw [ExteriorAlgebra.ιMulti_apply, List.ofFn_succ, List.ofFn_succ, List.ofFn_zero,
        List.prod_cons, List.prod_cons, List.prod_nil]
      exact h1
    have h3 := congrArg (ExteriorAlgebra.liftAlternating (R := ℂ) F) h2
    rw [ExteriorAlgebra.liftAlternating_apply_ιMulti, map_zero] at h3
    have hF : F 2 = g := Function.update_self _ _ _
    have h4 : g e = 1 := by
      change Matrix.det (Matrix.of fun i j : Fin 2 =>
        e i ((![(p, true), (p, false)] : Fin 2 → Fin M × Bool) j)) = 1
      rw [Matrix.det_fin_two]
      simp [e, Pi.single_apply]
    rw [hF, h4] at h3
    exact one_ne_zero h3

end

end DiscretePairProjection
```

```lean
#print axioms DiscretePairProjection.projected_bcs_eq_geminal_power
-- 'DiscretePairProjection.projected_bcs_eq_geminal_power' depends on axioms: [propext, Classical.choice, Quot.sound]
#print axioms DiscretePairProjection.aliasing_at_M_points
-- 'DiscretePairProjection.aliasing_at_M_points' depends on axioms: [propext, Classical.choice, Quot.sound]
```
